# Rotations that preserve a three-dimensional lattice have order 1, 2, 3, 4 or 6

When the symmetry operations of a crystal are given as integer matrices in a basis of lattice vectors, the order of each proper rotation can be found by adding three diagonal entries. The sum is $-1$, $0$, $1$, $2$ or $3$, and it fixes the order of the rotation: 2, 3, 4, 6 or 1. No axis or angle has to be computed. In an electronic-structure calculation on an ideal periodic crystal, this gives the orders of the proper rotations among the operations used to reduce the set of $k$-points.

## The trace fixes the order

Let $R$ be a real $3\times3$ matrix with $R^{T}R=1$ and $\det R=1$, and write $t=\operatorname{tr}R$. Suppose that $PRP^{-1}=M$ has integer entries for some invertible real $P$. The columns of $P^{-1}$ are then basis vectors of a lattice, and $RP^{-1}=P^{-1}M$ says that $R$ sends each of them to an integer combination of them. The claim is that $(t,\text{order of }R)$ is one of

$$(3,1),\quad(-1,2),\quad(0,3),\quad(1,4),\quad(2,6),$$

and that all five orders occur.

**A quadratic formula for the inverse.** For any $3\times3$ matrix $A$, the Cayley–Hamilton theorem reads
$$A^3-(\operatorname{tr}A)A^2+(\operatorname{tr}\operatorname{adj}A)A-\det A=0,$$
where $\operatorname{adj}A$ is the adjugate, which satisfies $A\operatorname{adj}A=\det A$. If $A$ is invertible, multiplying by $A^{-1}$ gives
$$\operatorname{adj}A=A^2-(\operatorname{tr}A)A+\operatorname{tr}(\operatorname{adj}A).$$
For a rotation, $\operatorname{adj}R=R^{-1}=R^T$, whose trace is $t$. Hence
$$R^T=R^2-tR+t.$$
The trace of this equation is $t=\operatorname{tr}R^2-t^2+3t$, so $\operatorname{tr}R^2=t^2-2t$. Multiplying it by $R$ from the right gives $1=R^3-tR^2+tR$, or
$$R^3=tR^2-tR+1.$$

**Bounds on the trace.** The squared entries of $R-1$ sum to
$$\sum_{j,i}(R-1)_{ij}^2=\operatorname{tr}\big[(R-1)^T(R-1)\big]=\operatorname{tr}(2-R^T-R)=6-2t.$$
So $t\le3$, and $t=3$ forces $R=1$. Since $R^2$ is also a rotation, $t^2-2t\le3$, which is $(t-3)(t+1)\le0$. Therefore $-1\le t\le3$.

**Integrality.** The trace does not depend on the basis, so $t=\operatorname{tr}M$ is an integer. Only $-1,0,1,2,3$ remain.

**The five cases.** The identity has trace 3, so a power of $R$ with any other trace is not the identity.

- If $t=3$, then $R=1$ and the order is 1.
- If $t=-1$, then $\operatorname{tr}R^2=3$, so $R^2=1$. Since $R\ne1$, the order is 2.
- If $t=0$, the cubic equation is $R^3=1$. Since $R\ne1$ and 3 is prime, the order is 3.
- If $t=1$, then $R^4-1=(R+1)(R^3-R^2+R-1)=0$, so the order divides 4. The traces of $R$ and $R^2$ are $1$ and $-1$, which excludes 1 and 2.
- If $t=2$, then $R^6-1=(R^3+2R^2+2R+1)(R^3-2R^2+2R-1)=0$, so the order divides 6. The traces of $R$, $R^2$ and $R^3$ are $2$, $0$ and $2\cdot0-2\cdot2+3=-1$, which excludes 1, 2 and 3.

**All five occur.** The identity, a half turn about $z$, the cyclic permutation of the axes and a quarter turn about $z$ are integer matrices already in the Cartesian basis. They have orders 1, 2, 3 and 4. For order 6, take
$$R=\frac13\begin{pmatrix}2&-1&2\\2&2&-1\\-1&2&2\end{pmatrix},$$
a rotation about $(1,1,1)$ with trace 2. In a basis adapted to that axis it becomes an integer matrix, given explicitly below.

## Fivefold rotations and improper operations

Without the integer form the conclusion fails. A rotation by $72^\circ$ about $z$ has order 5, and its trace is $1+2\cos72^\circ=(1+\sqrt5)/2$, which is not an integer. It therefore preserves no three-dimensional lattice.

The argument also covers improper operations. If $S$ is orthogonal with determinant $-1$ and has an integer form, then $R=-S$ is a rotation with an integer form. The five cases for $R$ give $(\operatorname{tr}S,\text{order of }S)$ as $(-3,2)$, $(1,2)$, $(0,6)$, $(-1,4)$ or $(-2,6)$. The first is inversion and the second is a mirror reflection. This corollary is argued here by hand and is absent from the Lean development.

## Rotations and integer forms in Lean

```lean
import Mathlib

open scoped Matrix

namespace CrystallographicRotationOrders
```

A rotation is a real matrix indexed by `Fin 3`, with orthogonality and unit determinant as its two conditions. Reflections and inversion are thereby left out.

```lean
/-- A proper rotation of space: a real orthogonal 3 by 3 matrix of determinant one. -/
def IsRotation (R : Matrix (Fin 3) (Fin 3) ℝ) : Prop :=
  Rᵀ * R = 1 ∧ R.det = 1
```

The lattice enters only through a change of basis. `M` has entries in `ℤ`, and `M.map` reads them as real numbers. The condition `IsUnit P.det` says that `P` is invertible. Translations do not appear, so the theorems concern rotations about a fixed point, and they do not classify the groups that such rotations form.

```lean
/-- In some real basis of space, the matrix `R` has integer entries. -/
def HasIntegerForm (R : Matrix (Fin 3) (Fin 3) ℝ) : Prop :=
  ∃ (P : Matrix (Fin 3) (Fin 3) ℝ) (M : Matrix (Fin 3) (Fin 3) ℤ),
    IsUnit P.det ∧ P * R * P⁻¹ = M.map (fun k : ℤ => (k : ℝ))
```

## The identities for a rotation

The adjugate formula is proved for every real $3\times3$ matrix, invertible or not. Instead of using Cayley–Hamilton, the proof compares the nine entries, and `ring` closes each comparison.

```lean
/-- The adjugate of a 3 by 3 matrix is a quadratic polynomial in the matrix. -/
theorem adjugate_eq_quadratic (A : Matrix (Fin 3) (Fin 3) ℝ) :
    A.adjugate = A ^ 2 - A.trace • A + A.adjugate.trace • 1 := by
  rw [Matrix.adjugate_fin_three, pow_two]
  ext i j
  fin_cases i <;> fin_cases j <;>
    simp [Matrix.mul_apply, Fin.sum_univ_three, Matrix.trace_fin_three] <;> ring
```

For a rotation, `hadj` identifies the adjugate with the transpose by inserting $R^TR=1$ in front of it. Substitution then gives the formula for $R^T$.

```lean
/-- The inverse rotation `Rᵀ` is a quadratic polynomial in `R` whose coefficients
are fixed by the trace. -/
theorem transpose_eq_quadratic {R : Matrix (Fin 3) (Fin 3) ℝ} (hR : IsRotation R) :
    Rᵀ = R ^ 2 - R.trace • R + R.trace • 1 := by
  have hadj : R.adjugate = Rᵀ := by
    calc R.adjugate = (Rᵀ * R) * R.adjugate := by rw [hR.1, one_mul]
      _ = Rᵀ := by rw [mul_assoc, Matrix.mul_adjugate, hR.2, one_smul, mul_one]
  have h := adjugate_eq_quadratic R
  rwa [hadj, Matrix.trace_transpose] at h
```

Taking the trace of both sides gives $\operatorname{tr}R^2$. The final `linear_combination` solves the resulting scalar equation.

```lean
/-- The trace of a twice-applied rotation follows from the trace of the rotation. -/
theorem trace_sq {R : Matrix (Fin 3) (Fin 3) ℝ} (hR : IsRotation R) :
    (R ^ 2).trace = R.trace ^ 2 - 2 * R.trace := by
  have h := congrArg Matrix.trace (transpose_eq_quadratic hR)
  simp only [Matrix.trace_transpose, Matrix.trace_add, Matrix.trace_sub,
    Matrix.trace_smul, Matrix.trace_one, Fintype.card_fin, smul_eq_mul] at h
  push_cast at h
  linear_combination -h
```

Multiplication by $R$ gives the cubic equation. The intermediate statement `e` expands the product, and the last calculation moves two terms across.

```lean
/-- The characteristic equation of a rotation, with the trace as its only parameter. -/
theorem cubic_equation {R : Matrix (Fin 3) (Fin 3) ℝ} (hR : IsRotation R) :
    R ^ 3 = R.trace • R ^ 2 - R.trace • R + 1 := by
  have h : (R ^ 2 - R.trace • R + R.trace • 1) * R = 1 := by
    rw [← transpose_eq_quadratic hR, hR.1]
  have e : (R ^ 2 - R.trace • R + R.trace • 1) * R
      = R ^ 3 - R.trace • R ^ 2 + R.trace • R := by
    simp only [sub_mul, add_mul, smul_mul_assoc, one_mul, pow_succ, pow_zero]
  rw [e] at h
  calc R ^ 3 = (R ^ 3 - R.trace • R ^ 2 + R.trace • R)
        + R.trace • R ^ 2 - R.trace • R := by abel
    _ = R.trace • R ^ 2 - R.trace • R + 1 := by rw [h]; abel
```

## Bounds from a sum of squares

The next lemma writes the sum of squares as a trace and expands it, as in the derivation by hand.

```lean
/-- The squared entries of `R - 1` add up to `6 - 2 tr R`. -/
theorem sum_sq_sub_one {R : Matrix (Fin 3) (Fin 3) ℝ} (hR : IsRotation R) :
    ∑ j, ∑ i, (R - 1) i j ^ 2 = 6 - 2 * R.trace := by
  calc ∑ j, ∑ i, (R - 1) i j ^ 2 = ((R - 1)ᵀ * (R - 1)).trace := by
        simp only [Matrix.trace, Matrix.diag_apply, Matrix.mul_apply,
          Matrix.transpose_apply, sq]
    _ = (Rᵀ * R - Rᵀ - R + 1).trace := by
        congr 1
        rw [Matrix.transpose_sub, Matrix.transpose_one]
        noncomm_ring
    _ = 6 - 2 * R.trace := by
        rw [hR.1]
        simp only [Matrix.trace_add, Matrix.trace_sub, Matrix.trace_transpose,
          Matrix.trace_one, Fintype.card_fin]
        push_cast
        ring
```

Non-negativity of the sum gives $t\le3$. If $t=3$, the sum vanishes. The two uses of `Finset.sum_eq_zero_iff_of_nonneg` pass from the double sum to a single sum and then to one entry, so every entry of $R-1$ is zero.

```lean
/-- A rotation has trace at most three, and only the identity reaches three. -/
theorem trace_le_three {R : Matrix (Fin 3) (Fin 3) ℝ} (hR : IsRotation R) :
    R.trace ≤ 3 ∧ (R.trace = 3 → R = 1) := by
  have h := sum_sq_sub_one hR
  constructor
  · have h0 : 0 ≤ ∑ j, ∑ i, (R - 1) i j ^ 2 :=
      Finset.sum_nonneg fun j _ => Finset.sum_nonneg fun i _ => sq_nonneg _
    linarith
  · intro ht
    have h0 : ∑ j, ∑ i, (R - 1) i j ^ 2 = 0 := by rw [h, ht]; norm_num
    ext i j
    have h1 := (Finset.sum_eq_zero_iff_of_nonneg (fun j _ =>
      Finset.sum_nonneg fun i _ => sq_nonneg ((R - 1) i j))).1 h0 j (Finset.mem_univ j)
    have h2 := (Finset.sum_eq_zero_iff_of_nonneg (fun i _ =>
      sq_nonneg ((R - 1) i j))).1 h1 i (Finset.mem_univ i)
    have h3 : (R - 1) i j = 0 := (pow_eq_zero_iff two_ne_zero).1 h2
    rw [Matrix.sub_apply] at h3
    linarith
```

To use this bound for $R^2$, one needs to know that $R^2$ is a rotation.

```lean
/-- The square of a rotation is a rotation. -/
theorem IsRotation.sq {R : Matrix (Fin 3) (Fin 3) ℝ} (hR : IsRotation R) :
    IsRotation (R ^ 2) := by
  refine ⟨?_, by rw [Matrix.det_pow, hR.2, one_pow]⟩
  calc (R ^ 2)ᵀ * R ^ 2 = Rᵀ * (Rᵀ * R) * R := by
        rw [pow_two, Matrix.transpose_mul]; noncomm_ring
    _ = 1 := by rw [hR.1, mul_one, hR.1]
```

## From trace to order

The order is Mathlib's `orderOf`: the least positive $n$ with $R^n=1$, or 0 if there is none. The theorem below needs no lattice. Any rotation with one of the five traces has the stated order.

The auxiliary statement `ne1` says that a matrix whose trace is not 3 is not the identity. Orders 2 and 3 follow from `orderOf_eq_prime`. For orders 4 and 6, `noncomm_ring` verifies the factorisations of $R^4-1$ and $R^6-1$. Then `interval_cases` runs through the possible values of the order, discarding those that do not divide 4 or 6 and those excluded by `n1`, `n2` and `n3`.

```lean
/-- For a rotation, each of the traces 3, -1, 0, 1, 2 fixes the order:
1, 2, 3, 4, 6 respectively. -/
theorem order_of_trace {R : Matrix (Fin 3) (Fin 3) ℝ} (hR : IsRotation R) :
    (R.trace = 3 → orderOf R = 1) ∧ (R.trace = -1 → orderOf R = 2) ∧
    (R.trace = 0 → orderOf R = 3) ∧ (R.trace = 1 → orderOf R = 4) ∧
    (R.trace = 2 → orderOf R = 6) := by
  have hc := cubic_equation hR
  have hs := trace_sq hR
  have ne1 : ∀ A : Matrix (Fin 3) (Fin 3) ℝ, A.trace ≠ 3 → A ≠ 1 := by
    rintro A hA rfl
    exact hA (by simp)
  refine ⟨fun t => ?_, fun t => ?_, fun t => ?_, fun t => ?_, fun t => ?_⟩
  · rw [(trace_le_three hR).2 t, orderOf_one]
  · -- the square has trace three, so it is the identity
    exact orderOf_eq_prime ((trace_le_three hR.sq).2 (by rw [hs, t]; norm_num))
      (ne1 R (by rw [t]; norm_num))
  · exact orderOf_eq_prime (by rw [hc, t]; simp) (ne1 R (by rw [t]; norm_num))
  · have h : R ^ 3 = R ^ 2 - R + 1 := by rw [hc, t, one_smul, one_smul]
    have h4 : R ^ 4 = 1 := by
      apply sub_eq_zero.1
      calc R ^ 4 - 1 = (R + 1) * (R ^ 3 - (R ^ 2 - R + 1)) := by noncomm_ring
        _ = 0 := by rw [sub_eq_zero.2 h, mul_zero]
    have n1 : R ^ 1 ≠ 1 := ne1 _ (by rw [pow_one, t]; norm_num)
    have n2 : R ^ 2 ≠ 1 := ne1 _ (by rw [hs, t]; norm_num)
    have hp := pow_orderOf_eq_one R
    have hd := orderOf_dvd_of_pow_eq_one h4
    have hle := Nat.le_of_dvd (by norm_num) hd
    generalize orderOf R = n at hp hd hle ⊢
    interval_cases n <;> first
      | rfl | exact absurd hd (by decide) | exact absurd hp n1 | exact absurd hp n2
  · have h : R ^ 3 = R ^ 2 + R ^ 2 - R - R + 1 := by rw [hc, t]; module
    have h6 : R ^ 6 = 1 := by
      apply sub_eq_zero.1
      calc R ^ 6 - 1 = (R ^ 3 + 2 * R ^ 2 + 2 * R + 1)
            * (R ^ 3 - (R ^ 2 + R ^ 2 - R - R + 1)) := by noncomm_ring
        _ = 0 := by rw [sub_eq_zero.2 h, mul_zero]
    have n1 : R ^ 1 ≠ 1 := ne1 _ (by rw [pow_one, t]; norm_num)
    have n2 : R ^ 2 ≠ 1 := ne1 _ (by rw [hs, t]; norm_num)
    have n3 : R ^ 3 ≠ 1 := ne1 _ (by
      rw [hc, Matrix.trace_add, Matrix.trace_sub, Matrix.trace_smul,
        Matrix.trace_smul, hs, t]
      simp
      try norm_num)
    have hp := pow_orderOf_eq_one R
    have hd := orderOf_dvd_of_pow_eq_one h6
    have hle := Nat.le_of_dvd (by norm_num) hd
    generalize orderOf R = n at hp hd hle ⊢
    interval_cases n <;> first
      | rfl | exact absurd hd (by decide) | exact absurd hp n1 | exact absurd hp n2
      | exact absurd hp n3
```

## The restriction and its converse

The main theorem adds the integer form to the hypotheses. `Matrix.trace_mul_cycle` turns $\operatorname{tr}(PRP^{-1})$ into $\operatorname{tr}(P^{-1}PR)$, so $\operatorname{tr}R$ equals the integer $\operatorname{tr}M$. The bound for $R^2$ yields $-1\le t$ through `nlinarith`, `omega` lists the five integers in the interval, and `order_of_trace` supplies the order in each case.

```lean
/-- Crystallographic restriction: a rotation with integer entries in some basis has
one of five pairs of trace and order. -/
theorem crystallographic_restriction {R : Matrix (Fin 3) (Fin 3) ℝ}
    (hR : IsRotation R) (hZ : HasIntegerForm R) :
    (R.trace = 3 ∧ orderOf R = 1) ∨ (R.trace = -1 ∧ orderOf R = 2) ∨
    (R.trace = 0 ∧ orderOf R = 3) ∨ (R.trace = 1 ∧ orderOf R = 4) ∨
    (R.trace = 2 ∧ orderOf R = 6) := by
  obtain ⟨P, M, hP, hM⟩ := hZ
  -- the trace does not depend on the basis, so it is an integer
  have ht : R.trace = (M.trace : ℝ) := by
    have h := congrArg Matrix.trace hM
    rw [Matrix.trace_mul_cycle, Matrix.nonsing_inv_mul P hP, one_mul] at h
    rw [h]
    simp [Matrix.trace_fin_three]
  -- the bound for the squared rotation confines the trace from below
  have hu := (trace_le_three hR).1
  have hl : -1 ≤ R.trace := by
    have h2 := (trace_le_three hR.sq).1
    rw [trace_sq hR] at h2
    nlinarith
  obtain ⟨o3, om, o0, o1, o2⟩ := order_of_trace hR
  rw [ht] at hu hl
  have hu' : M.trace ≤ 3 := by exact_mod_cast hu
  have hl' : -1 ≤ M.trace := by exact_mod_cast hl
  have hcase : M.trace = 3 ∨ M.trace = -1 ∨ M.trace = 0 ∨ M.trace = 1 ∨ M.trace = 2 := by
    omega
  rcases hcase with h | h | h | h | h <;> rw [h] at ht <;> norm_num at ht
  · exact Or.inl ⟨ht, o3 ht⟩
  · exact Or.inr (Or.inl ⟨ht, om ht⟩)
  · exact Or.inr (Or.inr (Or.inl ⟨ht, o0 ht⟩))
  · exact Or.inr (Or.inr (Or.inr (Or.inl ⟨ht, o1 ht⟩)))
  · exact Or.inr (Or.inr (Or.inr (Or.inr ⟨ht, o2 ht⟩)))
```

The sixfold example is the rotation about the cube diagonal given above. The first two rows of `P` are perpendicular to $(1,1,1)$ and the third is parallel to it. In the new basis the rotation is
$$M=\begin{pmatrix}0&-1&0\\1&1&0\\0&0&1\end{pmatrix}.$$
The proof checks $PR=MP$ entry by entry, which avoids computing $P^{-1}$, and reads the order off the trace.

```lean
/-- The matrix `R` displayed here is a rotation, it has an integer form, and its order is six. -/
theorem sixfold_witness :
    let R : Matrix (Fin 3) (Fin 3) ℝ :=
      !![2/3, -1/3, 2/3; 2/3, 2/3, -1/3; -1/3, 2/3, 2/3]
    IsRotation R ∧ HasIntegerForm R ∧ orderOf R = 6 := by
  intro R
  have hR : IsRotation R := by
    constructor
    · ext i j
      fin_cases i <;> fin_cases j <;>
        simp [R, Matrix.mul_apply, Fin.sum_univ_three] <;> norm_num
    · simp [R, Matrix.det_fin_three]
      norm_num
  refine ⟨hR, ?_, (order_of_trace hR).2.2.2.2
    (by simp [R, Matrix.trace_fin_three]; norm_num)⟩
  let P : Matrix (Fin 3) (Fin 3) ℝ := !![1, -2, 1; 1, 1, -2; 1, 1, 1]
  let M : Matrix (Fin 3) (Fin 3) ℤ := !![0, -1, 0; 1, 1, 0; 0, 0, 1]
  have hP : IsUnit P.det := by
    rw [isUnit_iff_ne_zero]
    simp [P, Matrix.det_fin_three]
    norm_num
  have h : P * R = M.map (fun k : ℤ => (k : ℝ)) * P := by
    ext i j
    fin_cases i <;> fin_cases j <;>
      simp [P, R, M, Matrix.mul_apply, Fin.sum_univ_three] <;> norm_num
  exact ⟨P, M, hP, by rw [h, mul_assoc, Matrix.mul_nonsing_inv P hP, mul_one]⟩
```

The last theorem combines both directions: a natural number $n$ is the order of some rotation with an integer form exactly when it is 1, 2, 3, 4 or 6. Since 0 is not in the list, every such rotation has finite order. In the converse direction, `key` takes $P=1$ for matrices that are already integer, and `rot` transfers orthogonality and determinant from the integers to the reals. The first four examples use both, and the fifth is `sixfold_witness`.

```lean
/-- The orders of rotations that have an integer form are exactly 1, 2, 3, 4 and 6. -/
theorem order_iff (n : ℕ) :
    (∃ R, IsRotation R ∧ HasIntegerForm R ∧ orderOf R = n) ↔
      n = 1 ∨ n = 2 ∨ n = 3 ∨ n = 4 ∨ n = 6 := by
  constructor
  · rintro ⟨R, hR, hZ, rfl⟩
    rcases crystallographic_restriction hR hZ with h | h | h | h | h <;> simp [h.2]
  · -- an integer rotation matrix needs no change of basis
    have key : ∀ M : Matrix (Fin 3) (Fin 3) ℤ,
        HasIntegerForm (M.map (fun k : ℤ => (k : ℝ))) :=
      fun M => ⟨1, M, by simp, by simp⟩
    have rot : ∀ M : Matrix (Fin 3) (Fin 3) ℤ, Mᵀ * M = 1 → M.det = 1 →
        IsRotation (M.map (fun k : ℤ => (k : ℝ))) := by
      intro M h1 h2
      constructor
      · ext i j
        have h := congrArg (fun k : ℤ => (k : ℝ)) (congrFun (congrFun h1 i) j)
        simpa [Matrix.mul_apply, Matrix.one_apply] using h
      · have h := congrArg (fun k : ℤ => (k : ℝ)) h2
        simpa [Matrix.det_fin_three] using h
    rintro (rfl | rfl | rfl | rfl | rfl)
    · have h := rot 1 (by decide) (by simp)
      exact ⟨_, h, key _, (order_of_trace h).1 (by norm_num [Matrix.trace_fin_three])⟩
    · have h := rot !![-1, 0, 0; 0, -1, 0; 0, 0, 1] (by decide)
        (by simp [Matrix.det_fin_three])
      exact ⟨_, h, key _, (order_of_trace h).2.1
        (by simp [Matrix.trace_fin_three])⟩
    · have h := rot !![0, 0, 1; 1, 0, 0; 0, 1, 0] (by decide)
        (by simp [Matrix.det_fin_three])
      exact ⟨_, h, key _, (order_of_trace h).2.2.1
        (by simp [Matrix.trace_fin_three])⟩
    · have h := rot !![0, -1, 0; 1, 0, 0; 0, 0, 1] (by decide)
        (by simp [Matrix.det_fin_three])
      exact ⟨_, h, key _, (order_of_trace h).2.2.2.1
        (by simp [Matrix.trace_fin_three])⟩
    · exact ⟨_, sixfold_witness⟩

end CrystallographicRotationOrders
```

```lean
#print axioms CrystallographicRotationOrders.order_iff
-- 'CrystallographicRotationOrders.order_iff' depends on axioms: [propext, Classical.choice, Quot.sound]
```
